# If $ab-ba=1$, then $(aba)^n=a^nb^na^n$ and $(bab)^n=b^na^nb^n$

To bring $(a^\dagger a\,a^\dagger)^n$ to normal order, one has to move every creation operator to the left of every annihilation operator. A first step is to regroup the $3n$ factors into three blocks:

$$(a^\dagger a\,a^\dagger)^n=(a^\dagger)^n\,a^n\,(a^\dagger)^n .$$

No correction terms appear, and only the part $a^n(a^\dagger)^n$ is still out of order. The same regrouping works for $(a\,a^\dagger a)^n=a^n(a^\dagger)^na^n$. Both look like rules for commuting factors, yet they hold for ladder operators with $[a,a^\dagger]=1$.

## Ladder operators as elements of a ring

Write $b$ for the creation operator $a^\dagger$. The derivation uses sums, differences and products of $a$ and $b$, together with the value of their commutator

$$c=ab-ba .$$

It uses neither an inner product nor the fact that $b$ is the adjoint of $a$. The operators can therefore be elements of any ring `R` with a unit, in which multiplication need not commute. The condition $c=1$ is the canonical relation of one bosonic mode. Keeping $c$ general, but commuting with $a$ and $b$, lets one proof serve position and momentum too, where $c=i\hbar$.

For a real oscillator, the finite linear combinations of number states form a space that $a$ and $a^\dagger$ map into itself, and the linear maps of that space form such a ring. Carrying an identity from there to the unbounded operators on the full Hilbert space needs an argument about domains, which the hypotheses do not supply.

```lean
import Mathlib

open Polynomial

namespace SandwichedLadderPowers

noncomputable section

variable {R : Type*} [Ring R] {a b c : R}
```

## Enclosing an operator between $a$ and $b$

Suppose that $X$ commutes with $ba$ and with $c$. Then $aXb$ also commutes with $ba$. To see this, start with $ba$ on the left and replace it by $ab-c$:

$$ba\,(aXb)=(ab-c)\,aXb=a\,(ba)X\,b-c\,aXb .$$

Since $X$ commutes with $ba$, the first term is $aX(ba)b=aXb\,(ab)$. Now use $ab=ba+c$ on the right:

$$ba\,(aXb)=aXb\,(ba)+aXb\,c-c\,aXb .$$

The element $c$ commutes with $a$, $X$ and $b$, hence with their product, so the last two terms cancel. What remains is $ba\,(aXb)=(aXb)\,ba$.

```lean
/-- Let `ab - ba = c` with `c` commuting with `a` and `b`. If `X` commutes with `ba` and
with `c`, then `aXb` commutes with `ba` as well. -/
theorem commute_enclose (h : a * b - b * a = c) (ha : Commute c a) (hb : Commute c b)
    {X : R} (hX : Commute (b * a) X) (hc : Commute c X) :
    Commute (b * a) (a * X * b) := by
  have h1 : b * a * X = X * (b * a) := hX.eq
  have h2 : c * (a * X * b) = a * X * b * c := ((ha.mul_right hc).mul_right hb).eq
  rw [commute_iff_eq]
  -- the corrections from passing `a` and from passing `b` cancel
  linear_combination (norm := noncomm_ring)
    a * h1 * b - h2 - h * (a * X * b) + (a * X * b) * h
```

`Commute u v` means $uv=vu$. The hypothesis `h` fixes the commutator, `ha` and `hb` say that $c$ commutes with $a$ and $b$, and `hX` and `hc` are the two assumptions on $X$. Here `X` is an arbitrary ring element and has nothing to do with position.

In the proof, `h1` is the exchange of $ba$ with $X$, and `h2` is the exchange of $c$ with $aXb$. The `linear_combination` line lists the equations used above, each multiplied from the left or right by the factors that surround it. The two uses of `h` are the replacements at the left and right ends. The normaliser `noncomm_ring` then checks that everything cancels without reordering any product.

## The balanced product $a^nb^n$ commutes with $ba$

For $n=0$ the product $a^0b^0$ is $1$, which commutes with everything. For the next exponent, peel off one factor at each end:

$$a^{n+1}b^{n+1}=a\,(a^nb^n)\,b .$$

If $a^nb^n$ commutes with $ba$, the previous step with $X=a^nb^n$ shows that $a^{n+1}b^{n+1}$ does so too. The other requirement, that $c$ commutes with $a^nb^n$, follows because $c$ commutes with each factor.

```lean
/-- If `ab - ba = c` commutes with `a` and `b`, then `ba` commutes with the balanced
product `aⁿbⁿ`. -/
theorem commute_balanced (h : a * b - b * a = c) (ha : Commute c a) (hb : Commute c b)
    (n : ℕ) : Commute (b * a) (a ^ n * b ^ n) := by
  induction n with
  | zero => simp
  | succ n ih =>
    have e : a ^ (n + 1) * b ^ (n + 1) = a * (a ^ n * b ^ n) * b := by
      rw [pow_succ' a n, pow_succ b n]
      simp only [mul_assoc]
    rw [e]
    exact commute_enclose h ha hb ih ((ha.pow_right n).mul_right (hb.pow_right n))
```

For $c=1$ the physical content is familiar: $ba=a^\dagger a$ is the number operator, and $a^n(a^\dagger)^n$ raises a state by $n$ quanta and lowers it by $n$ again, so it conserves the number of quanta. The lemma obtains this from the commutator alone, without number states. In the Lean proof, `e` is the peeling identity and `ih` is the induction hypothesis that is passed to `commute_enclose`.

## The power of $aba$

The case $n=0$ reads $1=1$. Suppose that $(aba)^n=a^nb^na^n$. Then

$$
\begin{aligned}
(aba)^{n+1}&=(aba)\,a^nb^na^n\\
&=a\,\bigl[(ba)(a^nb^n)\bigr]\,a^n\\
&=a\,\bigl[(a^nb^n)(ba)\bigr]\,a^n\\
&=a^{n+1}\,b^{n+1}\,a^{n+1}.
\end{aligned}
$$

The third line is the only one that uses the commutator. The first line inserts the induction hypothesis for $(aba)^n$, and the other two move brackets and collect adjacent equal factors.

```lean
/-- If the commutator `ab - ba = c` commutes with `a` and `b`, then the `n`-th power of
`aba` is `aⁿbⁿaⁿ`. -/
theorem sandwich_pow (h : a * b - b * a = c) (ha : Commute c a) (hb : Commute c b)
    (n : ℕ) : (a * b * a) ^ n = a ^ n * b ^ n * a ^ n := by
  induction n with
  | zero => simp
  | succ n ih =>
    calc (a * b * a) ^ (n + 1)
        = a * ((b * a) * (a ^ n * b ^ n)) * a ^ n := by
          rw [pow_succ', ih]
          simp only [mul_assoc]
      -- move `ba` through the balanced product
      _ = a * ((a ^ n * b ^ n) * (b * a)) * a ^ n := by
          rw [(commute_balanced h ha hb n).eq]
      _ = a ^ (n + 1) * b ^ (n + 1) * a ^ (n + 1) := by
          rw [pow_succ' a n, pow_succ b n]
          simp only [mul_assoc]
```

The `calc` block has the same lines, with the first two merged into one. The exchange is supplied by `commute_balanced`, and `mul_assoc` handles the brackets.

The condition that $c$ commutes with $a$ does real work. Let $a$ be multiplication by $x$ and $b=d^2/dx^2$, both acting on polynomials. Then $c=ab-ba=-2\,d/dx$, which commutes with $b$ but not with $a$. Apply both sides for $n=2$ to the polynomial $x$. One application of $aba$ gives

$$x\,\frac{d^2}{dx^2}\,(x\cdot x)=2x,$$

so $(aba)^2$ gives $4x$. On the other side, $a^2b^2a^2$ gives $x^2\,\frac{d^4}{dx^4}\,x^3=0$. It is therefore not enough that $c$ commutes with $b$ alone.

## Both ladder identities

For $ab-ba=1$ the commutator is the unit, which commutes with everything, so the first identity is the case $c=1$. For the second, exchange the names of $a$ and $b$. The commutator becomes $ba-ab=-1$, which also commutes with everything, and the same result gives $(bab)^n=b^na^nb^n$.

```lean
/-- For ladder operators with `ab - ba = 1`, both `(aba)ⁿ = aⁿbⁿaⁿ` and
`(bab)ⁿ = bⁿaⁿbⁿ` hold for every natural `n`. -/
theorem ladder_sandwich_pow (h : a * b - b * a = 1) (n : ℕ) :
    (a * b * a) ^ n = a ^ n * b ^ n * a ^ n ∧
      (b * a * b) ^ n = b ^ n * a ^ n * b ^ n := by
  have h' : b * a - a * b = -1 := by rw [← h, neg_sub]
  exact ⟨sandwich_pow h (Commute.one_left a) (Commute.one_left b) n,
    sandwich_pow h' (Commute.one_left b).neg_left (Commute.one_left a).neg_left n⟩
```

The only hypothesis is now `h`, the bosonic commutation relation, and the conclusion joins the two identities by `∧` for every natural number `n`, zero included. The auxiliary equation `h'` is the commutator with the names exchanged.

For one bosonic mode with untruncated ladder operators, this allows the regrouping in the opening formula before any normal ordering is done. Truncated matrices, as used in numerical work, do not satisfy the hypothesis: for complex $N\times N$ matrices with $N\ge1$ the trace of $ab-ba$ is $0$, while the trace of the unit matrix is $N$. The theorem therefore does not cover them. For the usual truncation to the lowest $N$ number states, both identities hold all the same: $ba$ and $a^nb^n$ are diagonal matrices there, and so are $ab$ and $b^na^n$, so the exchange used in the induction remains valid.

## Products of sandwiches add their exponents

Let $S_n=a^nb^na^n$. Since $S_n=(aba)^n$, the ordinary law for powers of a single element gives

$$S_mS_n=(aba)^m(aba)^n=(aba)^{m+n}=S_{m+n}.$$

```lean
/-- If `ab - ba = c` commutes with `a` and `b`, the products `aᵐbᵐaᵐ` and `aⁿbⁿaⁿ`
multiply by adding their exponents. -/
theorem sandwich_mul (h : a * b - b * a = c) (ha : Commute c a) (hb : Commute c b)
    (m n : ℕ) :
    (a ^ m * b ^ m * a ^ m) * (a ^ n * b ^ n * a ^ n) =
      a ^ (m + n) * b ^ (m + n) * a ^ (m + n) := by
  rw [← sandwich_pow h ha hb m, ← sandwich_pow h ha hb n,
    ← sandwich_pow h ha hb (m + n), pow_add]
```

The theorem is stated for general $c$, under the same conditions as before. Its proof rewrites all three sandwiches as powers of $aba$ and then applies `pow_add`.

## Without the outer factor, the square already differs

The shorter product $ab$ does not behave in this way. With $ab-ba=1$,

$$(ab)^2-a^2b^2=a\,(ba-ab)\,b=-ab .$$

If the two squares were equal, $ab$ would be zero. But then

$$a=a\,(ab-ba)=a\,(ab)-(ab)\,a=0,$$

and $a=0$ turns the commutation relation into $0=1$. That is impossible in a ring with more than one element.

```lean
/-- In a nontrivial ring with `ab - ba = 1`, the square of `ab` is different from
`a²b²`. -/
theorem unsandwiched_sq_ne [Nontrivial R] (h : a * b - b * a = 1) :
    (a * b) ^ 2 ≠ a ^ 2 * b ^ 2 := by
  intro heq
  -- equality would force `ab = 0`, and then `a = 0`
  have hab : a * b = 0 := by
    linear_combination (norm := noncomm_ring) -heq - a * h * b
  have ha0 : a = 0 := by
    linear_combination (norm := noncomm_ring) a * hab - hab * a - a * h
  rw [ha0] at h
  simp at h
```

`Nontrivial R` says that the ring has at least two distinct elements, which excludes the ring consisting of zero alone. The proof assumes the equality as `heq` and derives `hab` and `ha0`, the two vanishing statements above. The last `simp` finds the contradiction. The theorem concerns the exponent $2$. For exponents $0$ and $1$ the two sides agree trivially.

## Position and momentum

Let $x$ and $p$ satisfy the canonical relation $xp-px=i\hbar$. The right-hand side is a number times the unit operator, so it commutes with both $x$ and $p$. Setting $a=x$, $b=p$ and $c=i\hbar$ gives

$$(xpx)^n=x^np^nx^n .$$

Exchanging the two operators changes the commutator to $-i\hbar$ and gives

$$(pxp)^n=p^nx^np^n .$$

```lean
/-- For position `x` and momentum `p` in a complex algebra with `xp - px = iħ`, both
`(xpx)ⁿ = xⁿpⁿxⁿ` and `(pxp)ⁿ = pⁿxⁿpⁿ` hold for every natural `n`. -/
theorem position_momentum_sandwich_pow {A : Type*} [Ring A] [Algebra ℂ A] {x p : A}
    {ħ : ℝ} (h : x * p - p * x = algebraMap ℂ A (Complex.I * ħ)) (n : ℕ) :
    (x * p * x) ^ n = x ^ n * p ^ n * x ^ n ∧
      (p * x * p) ^ n = p ^ n * x ^ n * p ^ n := by
  have hx : Commute (algebraMap ℂ A (Complex.I * ħ)) x := Algebra.commutes _ x
  have hp : Commute (algebraMap ℂ A (Complex.I * ħ)) p := Algebra.commutes _ p
  have h' : p * x - x * p = -algebraMap ℂ A (Complex.I * ħ) := by rw [← h, neg_sub]
  exact ⟨sandwich_pow h hx hp n, sandwich_pow h' hp.neg_left hx.neg_left n⟩
```

The type `A` is a complex algebra, that is, a ring whose elements can be multiplied by complex numbers, with these numbers commuting with every element. The expression `algebraMap ℂ A (Complex.I * ħ)` is the number $i\hbar$ regarded as an element of `A`. The symbol `ħ` stands for the reduced Planck constant, which sets the size of the commutator. The theorem accepts any real value, so the units are free. `Algebra.commutes` supplies the fact that scalars commute with $x$ and with $p$.

## A concrete pair of ladder operators

The commutation relations should be satisfied by actual operators. Polynomials in one variable with complex coefficients provide a simple space for this. The operator that raises the degree is multiplication by the variable, $q(x)\mapsto x\,q(x)$.

```lean
/-- Multiplication by the variable `x`, acting on complex polynomials. -/
def mulX : Module.End ℂ ℂ[X] := LinearMap.mulLeft ℂ (X : ℂ[X])
```

`Module.End ℂ ℂ[X]` is the ring of linear maps from the polynomials to themselves, with composition as its product. In this definition `X` is the polynomial variable, unlike the ring element of the same name in `commute_enclose`.

The operator that lowers the degree is the derivative, $q(x)\mapsto q'(x)$.

```lean
/-- The derivative `d/dx`, acting on complex polynomials. -/
def ddx : Module.End ℂ ℂ[X] := Polynomial.derivative
```

Put $a=d/dx$ and let $b$ be multiplication by $x$. The product rule gives, for every polynomial $q$,

$$(ab-ba)\,q=(xq)'-x\,q'=q+x\,q'-x\,q'=q .$$

```lean
/-- On complex polynomials, `a = d/dx` and `b = x` satisfy `ab - ba = 1`. -/
theorem ladder_witness : ddx * mulX - mulX * ddx = 1 := by
  apply LinearMap.ext
  intro q
  change derivative ((X : ℂ[X]) * q) - X * derivative q = q
  rw [derivative_mul, derivative_X]
  ring
```

The proof applies both sides to an arbitrary polynomial `q` and uses the product rule `derivative_mul`. The space is infinite-dimensional, in line with the trace argument above.

A case with $n=2$ can be followed in numbers. Apply $aba$ twice to $x^3$:

$$x^3\;\xrightarrow{\,a\,}\;3x^2\;\xrightarrow{\,b\,}\;3x^3\;\xrightarrow{\,a\,}\;9x^2,\qquad 9x^2\;\xrightarrow{\,a\,}\;18x\;\xrightarrow{\,b\,}\;18x^2\;\xrightarrow{\,a\,}\;36x .$$

The regrouped product $a^2b^2a^2$ gives

$$x^3\;\xrightarrow{\,a^2\,}\;6x\;\xrightarrow{\,b^2\,}\;6x^3\;\xrightarrow{\,a^2\,}\;36x .$$

The monomials are not normalised: $x^m$ corresponds to $\sqrt{m!}\,|m\rangle$, where $|m\rangle$ is the normalised state with $m$ quanta. Hence $x^3$ stands for $\sqrt6\,|3\rangle$ and $36x$ for $36\,|1\rangle$. In normalised states the result is

$$(a\,a^\dagger a)^2\,|3\rangle=6\sqrt6\,|1\rangle .$$

## The same polynomials with $p=-i\hbar\,d/dx$

The Schrödinger form of momentum acts on the same space. Pulling the scalar out of both products gives

$$xp-px=-i\hbar\left(x\frac{d}{dx}-\frac{d}{dx}x\right)=i\hbar\left(\frac{d}{dx}x-x\frac{d}{dx}\right)=i\hbar ,$$

where the last equality is the commutator just computed. Multiplication by $x$ now plays the part of $a$ in the general result, whereas in the ladder pair it played the part of $b$.

```lean
/-- On complex polynomials, `x` and `p = -iħ d/dx` satisfy `xp - px = iħ`. -/
theorem position_momentum_witness (ħ : ℝ) :
    mulX * ((-(Complex.I * ħ)) • ddx) - ((-(Complex.I * ħ)) • ddx) * mulX =
      algebraMap ℂ (Module.End ℂ ℂ[X]) (Complex.I * ħ) := by
  rw [mul_smul_comm, smul_mul_assoc, Algebra.algebraMap_eq_smul_one, ← ladder_witness]
  module

end

end SandwichedLadderPowers
```

The symbol `•` multiplies an operator by a complex number. The rewriting steps pull the scalar out of the products and express the unit operator through `ladder_witness`. The tactic `module` then compares the two linear combinations. This pair meets the hypothesis of `position_momentum_sandwich_pow` for every real $\hbar$. It represents the algebra of $x$ and $p$ only, because nonzero polynomials are not square-integrable on the line and so are not wave functions there.

```lean
#print axioms SandwichedLadderPowers.ladder_sandwich_pow
-- 'SandwichedLadderPowers.ladder_sandwich_pow' depends on axioms: [propext]
#print axioms SandwichedLadderPowers.sandwich_mul
-- 'SandwichedLadderPowers.sandwich_mul' depends on axioms: [propext]
#print axioms SandwichedLadderPowers.unsandwiched_sq_ne
-- 'SandwichedLadderPowers.unsandwiched_sq_ne' depends on axioms: [propext]
#print axioms SandwichedLadderPowers.position_momentum_sandwich_pow
-- 'SandwichedLadderPowers.position_momentum_sandwich_pow' depends on axioms: [propext, Classical.choice, Quot.sound]
```
